# For a step with independent kinks and cost 2J per broken bond, the free energy vanishes exactly when sinh(2J/T) = 1

A step runs along an axis of a square lattice, one column after another. In each column it jumps sideways by an integer $n$, the signed kink height. Here $J>0$ is a coupling of Ising type: a bond has energy $-J$ between like neighbours and $+J$ between unlike ones, so a broken bond costs $2J$. The temperature is $T>0$, in units where Boltzmann's constant $k$ equals one. A kink costs $\varepsilon|n|$ with $\varepsilon=2J$, and a straight step costs $2J$ per column; both energies stand for bonds broken along the step edge. We write $x=J/T$ and $q=e^{-2x}$.

```lean
import Mathlib

namespace StepKinkStatistics

noncomputable section
```

Lean loads the library Mathlib and opens a namespace for the names below.

```lean
/-- Boltzmann weight of a kink of signed height `n`, with energy `2J|n|` at temperature `T`
(units with `k = 1`). -/
def kinkWeight (J T : ℝ) (n : ℤ) : ℝ := Real.exp (-(2 * J * |(n : ℝ)|) / T)
```

The weight is $w_n=e^{-2J|n|/T}$. The integer `n : ℤ` is converted to a real number by `(n : ℝ)`.

```lean
/-- Partition function of one column of the step: the sum over all kink heights. -/
def partitionFunction (J T : ℝ) : ℝ := ∑' n : ℤ, kinkWeight J T n
```

This is $Z=\sum_{n\in\mathbb Z}w_n$; the symbol `∑'` denotes an infinite sum.

```lean
/-- Thermal mean of the squared kink height. -/
def meanSquareKink (J T : ℝ) : ℝ :=
  (∑' n : ℤ, (n : ℝ) ^ 2 * kinkWeight J T n) / partitionFunction J T
```

This is $\langle n^2\rangle=Z^{-1}\sum_n n^2w_n$.

```lean
/-- Free energy of the step per column: the energy `2J` of the straight step minus `T ln Z`. -/
def stepFreeEnergy (J T : ℝ) : ℝ := 2 * J - T * Real.log (partitionFunction J T)
```

The free energy per column is $f=2J-T\ln Z$. Using a single-column $Z$ assumes that the kinks are independent, that the step has no overhangs, and that its net displacement is unconstrained.

## Sums over kink heights

```lean
/-- A sum over signed kink heights of a function of the magnitude is twice the sum over
magnitudes, less the term without a kink. -/
theorem hasSum_natAbs {g : ℕ → ℝ} {a : ℝ} (h : HasSum g a) :
    HasSum (fun n : ℤ => g n.natAbs) (2 * a - g 0) := by
  have h1 := (hasSum_nat_add_iff' 1).mpr h
  have h2 : HasSum (fun n : ℤ => g n.natAbs) (a + (a - ∑ i ∈ Finset.range 1, g i)) := by
    apply HasSum.of_nat_of_neg_add_one
    · simpa using h
    · have e : (fun n : ℕ => g (-((n : ℤ) + 1)).natAbs) = fun n => g (n + 1) := by
        funext n
        exact congrArg g (by omega)
      show HasSum (fun n : ℕ => g (-((n : ℤ) + 1)).natAbs) _
      rw [e]
      exact h1
  convert h2 using 1
  rw [Finset.sum_range_one]
  ring
```

`HasSum g a` says that the series converges regardless of the order of its terms (for real terms, absolutely) and that its sum is $a$. This matters because Lean assigns `∑'` the value zero when a series does not converge in this sense.

If $\sum_{m\ge0}g(m)=a$, the integers $n\ge0$ contribute $a$. The negative ones, written $n=-(m+1)$, contribute $\sum_{m\ge0}g(m+1)=a-g(0)$. The total is $2a-g(0)$. The proof makes the same split with `HasSum.of_nat_of_neg_add_one`.

```lean
/-- Second moment of the geometric series. -/
theorem hasSum_sq_geometric {q : ℝ} (h0 : 0 ≤ q) (h1 : q < 1) :
    HasSum (fun n : ℕ => (n : ℝ) ^ 2 * q ^ n) (q * (1 + q) / (1 - q) ^ 3) := by
  have hn : ‖q‖ < 1 := by rwa [Real.norm_of_nonneg h0]
  have hc := hasSum_choose_mul_geometric_of_norm_lt_one 2 hn
  have hl := hasSum_coe_mul_geometric_of_norm_lt_one hn
  have hg := hasSum_geometric_of_lt_one h0 h1
  have hq : 1 - q ≠ 0 := by linarith
  -- n² = 2 C(n+2, 2) - 3 n - 2
  have h := ((hc.mul_left 2).sub (hl.mul_left 3)).sub (hg.mul_left 2)
  have e1 : (fun n : ℕ => (n : ℝ) ^ 2 * q ^ n) = fun n : ℕ =>
      2 * (((n + 2).choose 2 : ℕ) * q ^ n) - 3 * ((n : ℝ) * q ^ n) - 2 * q ^ n := by
    funext n
    rw [Nat.cast_choose_two]
    push_cast
    ring
  have e2 : q * (1 + q) / (1 - q) ^ 3
      = 2 * (1 / (1 - q) ^ (2 + 1)) - 3 * (q / (1 - q) ^ 2) - 2 * (1 - q)⁻¹ := by
    field_simp
    try ring
  rw [e1, e2]
  exact h
```

For $0\le q<1$, write $n^2=2\binom{n+2}{2}-3n-2$ and add three known series:

$$\sum_{n\ge0}n^2q^n=\frac{2}{(1-q)^3}-\frac{3q}{(1-q)^2}-\frac{2}{1-q}=\frac{q(1+q)}{(1-q)^3}.$$

In the proof, `e1` is the decomposition of the terms and `e2` the algebra of the sums.

```lean
/-- The factors `1 - exp(-2x)` and `1 + exp(-2x)` in terms of hyperbolic functions. -/
theorem one_sub_add_exp (x : ℝ) :
    1 - Real.exp (-(2 * x)) = 2 * Real.exp (-x) * Real.sinh x ∧
    1 + Real.exp (-(2 * x)) = 2 * Real.exp (-x) * Real.cosh x := by
  have hpm : Real.exp x * Real.exp (-x) = 1 := by
    rw [← Real.exp_add, add_neg_cancel, Real.exp_zero]
  have hq : Real.exp (-(2 * x)) = Real.exp (-x) * Real.exp (-x) := by
    rw [← Real.exp_add]
    congr 1
    ring
  rw [Real.sinh_eq, Real.cosh_eq]
  constructor
  · linear_combination -hpm - hq
  · linear_combination hq - hpm
```

Taking out $e^{-x}$ gives $1\mp e^{-2x}=e^{-x}(e^x\mp e^{-x})$, which is $2e^{-x}\sinh x$ for the upper sign and $2e^{-x}\cosh x$ for the lower. The tactic `linear_combination` checks this from $e^xe^{-x}=1$ and $e^{-2x}=e^{-x}e^{-x}$.

```lean
/-- The weight of a kink is a power of the weight of a unit kink. -/
theorem kinkWeight_eq_pow (J T : ℝ) (n : ℤ) :
    kinkWeight J T n = Real.exp (-(2 * (J / T))) ^ n.natAbs := by
  rw [kinkWeight, ← Real.exp_nat_mul, Nat.cast_natAbs, Int.cast_abs]
  congr 1
  ring
```

In symbols, $w_n=q^{|n|}$, where `n.natAbs` is $|n|$ as a natural number.

## Partition function and mean square

```lean
/-- The kink weights are summable, and their sum is `1 / tanh(J/T)`. -/
theorem hasSum_kinkWeight {J T : ℝ} (hJ : 0 < J) (hT : 0 < T) :
    HasSum (kinkWeight J T) (1 / Real.tanh (J / T)) := by
  have hx : 0 < J / T := div_pos hJ hT
  have hs : Real.sinh (J / T) ≠ 0 := (Real.sinh_pos_iff.mpr hx).ne'
  have hc : Real.cosh (J / T) ≠ 0 := (Real.cosh_pos _).ne'
  have hm : Real.exp (-(J / T)) ≠ 0 := (Real.exp_pos _).ne'
  have hq1 : Real.exp (-(2 * (J / T))) < 1 := Real.exp_lt_one_iff.mpr (by linarith)
  have hq : 1 - Real.exp (-(2 * (J / T))) ≠ 0 := (sub_pos.mpr hq1).ne'
  have h := hasSum_natAbs (hasSum_geometric_of_lt_one (Real.exp_pos _).le hq1)
  convert h using 1
  · funext n
    exact kinkWeight_eq_pow J T n
  · have e : 2 * (1 - Real.exp (-(2 * (J / T))))⁻¹ - Real.exp (-(2 * (J / T))) ^ 0
        = (1 + Real.exp (-(2 * (J / T)))) / (1 - Real.exp (-(2 * (J / T)))) := by
      rw [pow_zero, eq_div_iff hq, sub_mul, mul_assoc, inv_mul_cancel₀ hq]
      ring
    rw [e, (one_sub_add_exp _).1, (one_sub_add_exp _).2, Real.tanh_eq_sinh_div_cosh]
    field_simp
```

The hypotheses `hJ` and `hT` give $x>0$, so $0<q<1$ and the geometric series converges. Then

$$Z=\frac{2}{1-q}-1=\frac{1+q}{1-q}=\frac{\cosh x}{\sinh x}=\frac1{\tanh(J/T)}.$$

The proof applies the two-sided sum, then the hyperbolic factors.

```lean
/-- The mean squared kink height is `1 / (2 sinh²(J/T))`. -/
theorem meanSquareKink_eq {J T : ℝ} (hJ : 0 < J) (hT : 0 < T) :
    meanSquareKink J T = 1 / (2 * Real.sinh (J / T) ^ 2) := by
  have hx : 0 < J / T := div_pos hJ hT
  have hs : Real.sinh (J / T) ≠ 0 := (Real.sinh_pos_iff.mpr hx).ne'
  have hc : Real.cosh (J / T) ≠ 0 := (Real.cosh_pos _).ne'
  have hm : Real.exp (-(J / T)) ≠ 0 := (Real.exp_pos _).ne'
  have hq1 : Real.exp (-(2 * (J / T))) < 1 := Real.exp_lt_one_iff.mpr (by linarith)
  have h := hasSum_natAbs (hasSum_sq_geometric (Real.exp_pos _).le hq1)
  have e : (fun n : ℤ => (n : ℝ) ^ 2 * kinkWeight J T n) =
      fun n : ℤ => (n.natAbs : ℝ) ^ 2 * Real.exp (-(2 * (J / T))) ^ n.natAbs := by
    funext n
    rw [kinkWeight_eq_pow, Nat.cast_natAbs, Int.cast_abs, sq_abs]
  have hq2 : Real.exp (-(2 * (J / T))) = Real.exp (-(J / T)) ^ 2 := by
    rw [← Real.exp_nat_mul]
    congr 1
    push_cast
    ring
  rw [meanSquareKink, partitionFunction, (hasSum_kinkWeight hJ hT).tsum_eq, e, h.tsum_eq,
    (one_sub_add_exp _).1, (one_sub_add_exp _).2, hq2, Real.tanh_eq_sinh_div_cosh]
  simp only [Nat.cast_zero, ne_eq, OfNat.ofNat_ne_zero, not_false_eq_true, zero_pow, zero_mul,
    sub_zero]
  field_simp
  try norm_num
```

The term at $n=0$ vanishes, so $\sum_n n^2w_n=2q(1+q)/(1-q)^3$. Dividing by $Z$,

$$\langle n^2\rangle=\frac{2q}{(1-q)^2}=\frac{2e^{-2x}}{4e^{-2x}\sinh^2x}=\frac{1}{2\sinh^2(J/T)}.$$

Since $J/T=\varepsilon/(2T)$, this is $1/(2\sinh^2(\varepsilon/(2T)))$. Lean inserts the hyperbolic forms first and lets `field_simp` cancel the factors. For a lattice simulation of a step with independent kinks, the formula gives a value against which the sampled mean square can be compared.

## Where the free energy changes sign

```lean
/-- The step free energy per column is `2J + T ln tanh(J/T)`. -/
theorem stepFreeEnergy_eq {J T : ℝ} (hJ : 0 < J) (hT : 0 < T) :
    stepFreeEnergy J T = 2 * J + T * Real.log (Real.tanh (J / T)) := by
  rw [stepFreeEnergy, partitionFunction, (hasSum_kinkWeight hJ hT).tsum_eq, one_div,
    Real.log_inv]
  ring
```

Because $\ln(1/\tanh x)=-\ln\tanh x$, the definition becomes $f=2J+T\ln\tanh(J/T)$.

```lean
/-- The step free energy vanishes exactly when `sinh(2J/T) = 1`, and it is positive exactly
when `sinh(2J/T) > 1`. -/
theorem stepFreeEnergy_sign {J T : ℝ} (hJ : 0 < J) (hT : 0 < T) :
    (stepFreeEnergy J T = 0 ↔ Real.sinh (2 * J / T) = 1) ∧
    (0 < stepFreeEnergy J T ↔ 1 < Real.sinh (2 * J / T)) := by
  have hx : 0 < J / T := div_pos hJ hT
  have hc : 0 < Real.cosh (J / T) := Real.cosh_pos _
  have ht : 0 < Real.tanh (J / T) := by
    rw [Real.tanh_eq_sinh_div_cosh]
    exact div_pos (Real.sinh_pos_iff.mpr hx) hc
  have hA : 0 < Real.exp (2 * J / T) * Real.tanh (J / T) := mul_pos (Real.exp_pos _) ht
  have hK : 0 < Real.exp (J / T) / Real.cosh (J / T) := div_pos (Real.exp_pos _) hc
  -- the free energy is T times a single logarithm
  have hf : stepFreeEnergy J T
      = T * Real.log (Real.exp (2 * J / T) * Real.tanh (J / T)) := by
    rw [stepFreeEnergy_eq hJ hT, Real.log_mul (Real.exp_pos _).ne' ht.ne', Real.log_exp,
      mul_add, mul_div_cancel₀ _ hT.ne']
  -- its argument exceeds one by a positive multiple of sinh(2J/T) - 1
  have key : Real.exp (2 * J / T) * Real.tanh (J / T) - 1
      = Real.exp (J / T) / Real.cosh (J / T) * (Real.sinh (2 * J / T) - 1) := by
    have hpm : Real.exp (J / T) * Real.exp (-(J / T)) = 1 := by
      rw [← Real.exp_add, add_neg_cancel, Real.exp_zero]
    have h2 : 2 * J / T = 2 * (J / T) := by ring
    have he : Real.exp (2 * (J / T)) = Real.exp (J / T) * Real.exp (J / T) := by
      rw [← Real.exp_add, two_mul]
    have hnum : Real.exp (J / T) * Real.exp (J / T) * Real.sinh (J / T) - Real.cosh (J / T)
        = Real.exp (J / T) * (2 * Real.sinh (J / T) * Real.cosh (J / T) - 1) := by
      rw [Real.sinh_eq, Real.cosh_eq]
      linear_combination (Real.exp (-(J / T)) - Real.exp (J / T)) / 2 * hpm
    rw [h2, he, Real.sinh_two_mul, Real.tanh_eq_sinh_div_cosh, div_mul_eq_mul_div, ← hnum,
      sub_div, div_self hc.ne', mul_div_assoc]
  rw [hf]
  constructor
  · constructor
    · intro h
      have hl := (mul_eq_zero.mp h).resolve_left hT.ne'
      have h1 := Real.eq_one_of_pos_of_log_eq_zero hA hl
      rw [h1, sub_self] at key
      have := (mul_eq_zero.mp key.symm).resolve_left hK.ne'
      linarith
    · intro h
      rw [h, sub_self, mul_zero] at key
      rw [sub_eq_zero.mp key, Real.log_one, mul_zero]
  · rw [mul_pos_iff_of_pos_left hT, Real.log_pos_iff hA.le, ← sub_pos, key,
      mul_pos_iff_of_pos_left hK, sub_pos]
```

Since $2J=T\ln e^{2x}$, the free energy is one logarithm, $f=T\ln(e^{2x}\tanh x)$; this is `hf`. Its sign depends on whether the argument exceeds one. Expanding in exponentials,

$$e^{2x}\sinh x-\cosh x=\tfrac12\left(e^{3x}-2e^x-e^{-x}\right)=e^x(\sinh2x-1),$$

and division by $\cosh x$ gives the identity `key`:

$$e^{2x}\tanh x-1=\frac{e^x}{\cosh x}(\sinh2x-1).$$

The prefactor is positive. Hence $f=0$ exactly when $\sinh(2J/T)=1$, and $f>0$ exactly when $\sinh(2J/T)>1$. The symbol `∧` joins the two equivalences, each written `↔`.

```lean
/-- The step free energy vanishes exactly at `T = 2J / ln(1 + √2)` and is positive exactly
below this temperature. -/
theorem stepFreeEnergy_temperature {J T : ℝ} (hJ : 0 < J) (hT : 0 < T) :
    (stepFreeEnergy J T = 0 ↔ T = 2 * J / Real.log (1 + √2)) ∧
    (0 < stepFreeEnergy J T ↔ T < 2 * J / Real.log (1 + √2)) := by
  have hL : 0 < Real.log (1 + √2) :=
    Real.log_pos (by linarith [Real.sqrt_pos.mpr (show (0 : ℝ) < 2 by norm_num)])
  -- ln(1 + √2) is the inverse hyperbolic sine of one
  have hs : Real.sinh (Real.log (1 + √2)) = 1 := by
    have h : Real.log (1 + √2) = Real.arsinh 1 := by
      rw [Real.arsinh]
      norm_num
    rw [h, Real.sinh_arsinh]
  have e0 : ∀ y : ℝ, Real.sinh y = 1 ↔ y = Real.log (1 + √2) := fun y =>
    ⟨fun h => Real.sinh_injective (h.trans hs.symm), fun h => by rw [h, hs]⟩
  have e1 : ∀ y : ℝ, 1 < Real.sinh y ↔ Real.log (1 + √2) < y := fun y => by
    have h := Real.sinh_lt_sinh (x := Real.log (1 + √2)) (y := y)
    rwa [hs] at h
  obtain ⟨h0, h1⟩ := stepFreeEnergy_sign hJ hT
  constructor
  · rw [h0, e0, div_eq_iff hT.ne', eq_div_iff hL.ne', mul_comm T]
    exact eq_comm
  · rw [h1, e1, lt_div_iff₀ hT, lt_div_iff₀ hL, mul_comm T]

end

end StepKinkStatistics
```

Let $L=\ln(1+\sqrt2)$. Then $e^{-L}=\sqrt2-1$, so $\sinh L=\tfrac12\left[(1+\sqrt2)-(\sqrt2-1)\right]=1$. Lean obtains this by recognising $L$ as `Real.arsinh 1`. As $\sinh$ is strictly increasing, $\sinh(2J/T)=1$ means $2J/T=L$, and $\sinh(2J/T)>1$ means $2J/T>L$. Solving for the temperature, $f$ vanishes exactly at $T=2J/L$ and is positive exactly below it. At that temperature $T$ times the entropy of the kinks equals the mean energy per column, $2J$ plus the mean kink energy, in this model; the theorem makes no statement about a phase transition of the full surface.

```lean
#print axioms StepKinkStatistics.meanSquareKink_eq
#print axioms StepKinkStatistics.stepFreeEnergy_sign
#print axioms StepKinkStatistics.stepFreeEnergy_temperature
```

```
'StepKinkStatistics.meanSquareKink_eq' depends on axioms: [propext, Classical.choice, Quot.sound]
'StepKinkStatistics.stepFreeEnergy_sign' depends on axioms: [propext, Classical.choice, Quot.sound]
'StepKinkStatistics.stepFreeEnergy_temperature' depends on axioms: [propext, Classical.choice, Quot.sound]
```
